# For H = −v²/2, the mean curvature of the AFQMC importance factor at s = 0 is that of exp(−s²E_L)

## Should one field value reproduce the local-energy weight?

I am testing an auxiliary-field Monte Carlo step with one field x and H = −v²/2, where s is the square root of the time step. My operator v has eigenvalues +1 and −1, and the mixed weights of trial state and walker are 3/4 and 1/4. The local energy is then E_L = −1/2, so exp(−s²E_L) begins as 1 + s²/2. But the importance factor, with the force bias included, begins as 1 + s²/8 for x = 0 and as 1 + 13s²/8 for x = 2. Have I made a sign error, or is the local-energy weight right only after averaging over x? And does the force bias alter the propagator that I am sampling?

## The agreement lies in the Gaussian average

Your signs are right: the two factors have the same second derivative at s = 0 once it is averaged over a standard normal field, but generally not for a single x. The force bias leaves the averaged propagator unchanged at every s.

Let p_j be the mixed weights, which may be complex and sum to one, and v_j the eigenvalues of v. Define

m1 = Σ_j p_j v_j

m2 = Σ_j p_j v_j²

E_L = Σ_j p_j (−v_j²/2) = −m2/2

The force bias −s m1 is subtracted from the field, which becomes x + s m1. The importance factor is then

I(s) = [Σ_j p_j exp(s(x + s m1)v_j)] exp(−s x m1 − s² m1²/2)

The bracket is the overlap ratio at the shifted field; the last exponential is the Gaussian reweighting for that shift. Merging the exponents gives

I(s) = Σ_j p_j exp(s a_j + s² b_j)

a_j = x(v_j − m1)

b_j = m1 v_j − m1²/2

The first derivative of exp(s a + s² b) is (a + 2s b) exp(s a + s² b), and the second is [(a + 2s b)² + 2b] exp(s a + s² b). At s = 0 they are a and a² + 2b. Since Σ_j p_j = 1,

I(0) = Σ_j p_j = 1

I'(0) = x(m1 − m1) = 0

I''(0) = x²(m2 − 2m1² + m1²) + 2m1² − m1² = m1² + x²(m2 − m1²)

A standard normal x has ⟨x²⟩ = 1, so

⟨I''(0)⟩ = m1² + m2 − m1² = m2 = −2E_L

This is also the second derivative of exp(−s²E_L) at zero. For one field value the difference is

I''(0) − m2 = (x² − 1)(m2 − m1²)

It vanishes exactly when x² = 1 or m2 = m1². In your example m1 = 1/2 and m2 = 1, so I''(0) = 1/4 + 3x²/4. Half of this is your s² coefficient: 1/8 at x = 0 and 13/8 at x = 2.

For the propagator at finite s, use ⟨exp(zx)⟩ = exp(z²/2) with z = s(v_j − m1). The exponent of term j becomes

s²(v_j − m1)²/2 + s²(m1 v_j − m1²/2) = s² v_j²/2

so that

⟨I(s)⟩ = Σ_j p_j exp(s² v_j²/2)

This is the mixed estimate of exp(−s²H), with no trace of the shift.

The same argument works for a force bias −s c, which moves the field to x + s c, with any constant c in place of m1. The slope at zero becomes x(m1 − c), while the mean curvature is still m2 and the mean at finite s is unchanged. The choice c = m1 removes the linear term for every x. The Lean file treats only that choice:

```lean
import Mathlib

open MeasureTheory ProbabilityTheory

namespace PhaselessLocalEnergy

noncomputable section

variable {ι : Type*} [Fintype ι]

/-- Mixed weight of the eigenstate `j` between a trial state `ψ` and a walker `φ`, meaningful only
for non-zero overlap of the two. -/
def mixedWeight (ψ φ : ι → ℂ) (j : ι) : ℂ :=
  star (ψ j) * φ j / ∑ k, star (ψ k) * φ k

/-- Mixed estimate `m1` of the operator with eigenvalues `v j`. -/
def firstMoment (p v : ι → ℂ) : ℂ := ∑ j, p j * v j

/-- Mixed estimate `m2` of the square of the operator with eigenvalues `v j`. -/
def secondMoment (p v : ι → ℂ) : ℂ := ∑ j, p j * v j ^ 2

/-- Local energy: the mixed estimate of the Hamiltonian `H = -v²/2`. -/
def localEnergy (p v : ι → ℂ) : ℂ := ∑ j, p j * (-(v j ^ 2) / 2)

/-- Importance factor of a walker for the auxiliary field `x` and the root `s` of the time step: the
overlap ratio at `x + s m1`, the field minus the force bias `-s m1`, times the Gaussian reweighting
factor of that shift. -/
def importance (p v : ι → ℂ) (x : ℝ) (s : ℂ) : ℂ :=
  (∑ j, p j * Complex.exp (s * (x + s * firstMoment p v) * v j)) *
    Complex.exp (-(s * x * firstMoment p v) - s ^ 2 * firstMoment p v ^ 2 / 2)

/-- Growth factor `exp(-s² E)` of a walker with energy `E` over a time step `s²`. -/
def growthFactor (E s : ℂ) : ℂ := Complex.exp (-(s ^ 2 * E))

/-- The mixed weights of a trial state and a walker with non-zero overlap sum to one. -/
theorem sum_mixedWeight (ψ φ : ι → ℂ) (h : ∑ k, star (ψ k) * φ k ≠ 0) :
    ∑ j, mixedWeight ψ φ j = 1 := by
  unfold mixedWeight
  rw [← Finset.sum_div, div_self h]

/-- The second moment is minus twice the local energy. -/
theorem secondMoment_eq (p v : ι → ℂ) : secondMoment p v = -2 * localEnergy p v := by
  unfold secondMoment localEnergy
  rw [Finset.mul_sum]
  exact Finset.sum_congr rfl fun j _ => by ring

/-- The importance factor as a single sum of exponentials, in which the field couples only to
the fluctuation `v j - m1`. -/
theorem importance_eq (p v : ι → ℂ) (x : ℝ) (s : ℂ) :
    importance p v x s = ∑ j, p j * Complex.exp (s * (x * (v j - firstMoment p v)) +
      s ^ 2 * (firstMoment p v * v j - firstMoment p v ^ 2 / 2)) := by
  unfold importance
  rw [Finset.sum_mul]
  refine Finset.sum_congr rfl fun j _ => ?_
  rw [mul_assoc, ← Complex.exp_add]
  congr 2
  ring

/-- Derivative in `s` of an exponential with linear and quadratic terms in the exponent. -/
theorem hasDerivAt_exp_quadratic (a b s : ℂ) :
    HasDerivAt (fun t : ℂ => Complex.exp (t * a + t ^ 2 * b))
      ((a + 2 * s * b) * Complex.exp (s * a + s ^ 2 * b)) s := by
  have h : HasDerivAt (fun t : ℂ => t * a + t ^ 2 * b) (a + 2 * s * b) s := by
    have h1 := ((hasDerivAt_id' s).mul_const a).fun_add ((hasDerivAt_pow 2 s).mul_const b)
    exact h1.congr_deriv (by norm_num)
  exact h.cexp.congr_deriv (by ring)

/-- First and second derivative at `s = 0` of a weighted sum of exponentials
`exp(s a + s² b)`. -/
theorem derivs_expSum {κ : Type*} [Fintype κ] (p a b : κ → ℂ) :
    HasDerivAt (fun s : ℂ => ∑ j, p j * Complex.exp (s * a j + s ^ 2 * b j))
      (∑ j, p j * a j) 0 ∧
    HasDerivAt (deriv fun s : ℂ => ∑ j, p j * Complex.exp (s * a j + s ^ 2 * b j))
      (∑ j, p j * (a j ^ 2 + 2 * b j)) 0 := by
  have hd : ∀ s : ℂ, HasDerivAt (fun s : ℂ => ∑ j, p j * Complex.exp (s * a j + s ^ 2 * b j))
      (∑ j, p j * ((a j + 2 * s * b j) * Complex.exp (s * a j + s ^ 2 * b j))) s := fun s =>
    HasDerivAt.fun_sum fun j _ => (hasDerivAt_exp_quadratic (a j) (b j) s).const_mul (p j)
  have e : ∀ j, Complex.exp (0 * a j + 0 ^ 2 * b j) = 1 := fun j => by simp
  constructor
  · refine (hd 0).congr_deriv (Finset.sum_congr rfl fun j _ => ?_)
    rw [e j]
    ring
  · rw [funext fun s => (hd s).deriv]
    refine HasDerivAt.fun_sum fun j _ => ?_
    have hl : HasDerivAt (fun t : ℂ => a j + 2 * t * b j) (2 * b j) 0 := by
      have h1 := (((hasDerivAt_id' (0 : ℂ)).const_mul 2).mul_const (b j)).const_add (a j)
      exact h1.congr_deriv (by ring)
    refine ((hl.fun_mul (hasDerivAt_exp_quadratic (a j) (b j) 0)).const_mul (p j)).congr_deriv ?_
    simp only [e]
    ring

/-- For mixed weights summing to one, the importance factor starts at one with zero slope in `s`,
and its second derivative at zero is `m1² + x² (m2 - m1²)`. -/
theorem importance_expansion (p v : ι → ℂ) (hp : ∑ j, p j = 1) (x : ℝ) :
    importance p v x 0 = 1 ∧ HasDerivAt (importance p v x) 0 0 ∧
    HasDerivAt (deriv (importance p v x))
      (firstMoment p v ^ 2 + x ^ 2 * (secondMoment p v - firstMoment p v ^ 2)) 0 := by
  have h1 : ∑ j, p j * v j = firstMoment p v := rfl
  have h2 : ∑ j, p j * v j ^ 2 = secondMoment p v := rfl
  refine ⟨by simp [importance, hp], ?_⟩
  rw [funext (importance_eq p v x)]
  generalize firstMoment p v = m at *
  obtain ⟨d1, d2⟩ := derivs_expSum p (fun j => x * (v j - m)) (fun j => m * v j - m ^ 2 / 2)
  constructor
  · -- the force bias cancels the linear term
    refine d1.congr_deriv ?_
    have h : ∑ j, p j * (x * (v j - m)) = x * ∑ j, p j * v j - x * m * ∑ j, p j := by
      rw [Finset.mul_sum, Finset.mul_sum, ← Finset.sum_sub_distrib]
      exact Finset.sum_congr rfl fun j _ => by ring
    rw [h, h1, hp]
    ring
  · refine d2.congr_deriv ?_
    have h : ∑ j, p j * ((x * (v j - m)) ^ 2 + 2 * (m * v j - m ^ 2 / 2)) =
        x ^ 2 * ∑ j, p j * v j ^ 2 + (2 * m - 2 * x ^ 2 * m) * ∑ j, p j * v j +
          (x ^ 2 * m ^ 2 - m ^ 2) * ∑ j, p j := by
      rw [Finset.mul_sum, Finset.mul_sum, Finset.mul_sum, ← Finset.sum_add_distrib,
        ← Finset.sum_add_distrib]
      exact Finset.sum_congr rfl fun j _ => by ring
    rw [h, h1, h2, hp]
    ring

/-- The growth factor `exp(-s² E)` has second derivative `-2E` at `s = 0`. -/
theorem growthFactor_curvature (E : ℂ) : HasDerivAt (deriv (growthFactor E)) (-2 * E) 0 := by
  have e : growthFactor E =
      fun s => ∑ _j : Unit, 1 * Complex.exp (s * 0 + s ^ 2 * (-E)) := by
    funext s
    simp [growthFactor]
  rw [e]
  exact (derivs_expSum (fun _ : Unit => 1) (fun _ => 0) (fun _ => -E)).2.congr_deriv (by simp)

/-- For mixed weights summing to one, the second derivative of the importance factor at `s = 0`,
averaged over a standard normal field, equals that of `exp(-s² E_L)` with the local energy
`E_L`. -/
theorem mean_curvature_eq_localEnergy (p v : ι → ℂ) (hp : ∑ j, p j = 1) :
    ∫ x : ℝ, deriv (deriv (importance p v x)) 0 ∂(gaussianReal 0 1) =
      deriv (deriv (growthFactor (localEnergy p v))) 0 := by
  -- the field has unit second moment
  have hsq : ∫ x : ℝ, x ^ 2 ∂(gaussianReal 0 1) = 1 := by
    have h := variance_of_integral_eq_zero (μ := gaussianReal 0 1) (X := fun x : ℝ => x)
      measurable_id.aemeasurable integral_id_gaussianReal
    rw [variance_fun_id_gaussianReal] at h
    simpa using h.symm
  have hi : Integrable (fun x : ℝ => x ^ 2) (gaussianReal 0 1) := by
    by_contra h
    exact one_ne_zero (hsq.symm.trans (integral_undef h))
  have hic : Integrable (fun x : ℝ => ((x ^ 2 : ℝ) : ℂ)) (gaussianReal 0 1) := hi.ofReal
  rw [(growthFactor_curvature _).deriv, ← secondMoment_eq]
  simp only [fun x : ℝ => (importance_expansion p v hp x).2.2.deriv, ← Complex.ofReal_pow]
  rw [integral_add (integrable_const _) (hic.mul_const _), integral_const, integral_mul_const,
    integral_complex_ofReal, hsq]
  simp

/-- For mixed weights summing to one and a single field value `x`, the importance factor and
`exp(-s² E_L)` have the same second derivative at `s = 0` exactly when `x² = 1` or `m2 = m1²`. -/
theorem curvature_eq_iff (p v : ι → ℂ) (hp : ∑ j, p j = 1) (x : ℝ) :
    deriv (deriv (importance p v x)) 0 = deriv (deriv (growthFactor (localEnergy p v))) 0 ↔
      x ^ 2 = 1 ∨ secondMoment p v = firstMoment p v ^ 2 := by
  rw [(growthFactor_curvature _).deriv, ← secondMoment_eq,
    (importance_expansion p v hp x).2.2.deriv]
  constructor
  · intro h
    have h0 : ((x : ℂ) ^ 2 - 1) * (secondMoment p v - firstMoment p v ^ 2) = 0 := by
      linear_combination h
    rcases mul_eq_zero.1 h0 with h1 | h1
    · left
      exact_mod_cast sub_eq_zero.1 h1
    · exact Or.inr (sub_eq_zero.1 h1)
  · rintro (h | h)
    · have hc : (x : ℂ) ^ 2 = 1 := by exact_mod_cast h
      linear_combination (secondMoment p v - firstMoment p v ^ 2) * hc
    · linear_combination ((x : ℂ) ^ 2 - 1) * h

/-- At every `s`, the average of the importance factor over a standard normal field is the mixed
estimate of the propagator `exp(s² v²/2)`. -/
theorem mean_importance (p v : ι → ℂ) (s : ℂ) :
    ∫ x : ℝ, importance p v x s ∂(gaussianReal 0 1) =
      ∑ j, p j * Complex.exp (s ^ 2 * v j ^ 2 / 2) := by
  have hg : ∀ z : ℂ, ∫ x : ℝ, Complex.exp (z * x) ∂(gaussianReal 0 1) =
      Complex.exp (z ^ 2 / 2) := fun z => by
    have h := complexMGF_id_gaussianReal (μ := 0) (v := 1) z
    simpa [complexMGF] using h
  -- an integral with non-zero value belongs to an integrable function
  have hi : ∀ z : ℂ, Integrable (fun x : ℝ => Complex.exp (z * x)) (gaussianReal 0 1) := by
    intro z
    by_contra h
    exact Complex.exp_ne_zero _ ((hg z).symm.trans (integral_undef h))
  have hs : ∀ x : ℝ, importance p v x s = ∑ j,
      (p j * Complex.exp (s ^ 2 * (firstMoment p v * v j - firstMoment p v ^ 2 / 2))) *
        Complex.exp (s * (v j - firstMoment p v) * x) := by
    intro x
    rw [importance_eq]
    refine Finset.sum_congr rfl fun j _ => ?_
    rw [mul_assoc, ← Complex.exp_add]
    congr 2
    ring
  simp only [hs]
  rw [MeasureTheory.integral_finsetSum _ (fun j _ => (hi _).const_mul _)]
  refine Finset.sum_congr rfl fun j _ => ?_
  -- completing the square removes the force bias
  rw [integral_const_mul, hg, mul_assoc, ← Complex.exp_add]
  congr 2
  ring

end

end PhaselessLocalEnergy
```

```lean
#print axioms PhaselessLocalEnergy.sum_mixedWeight
#print axioms PhaselessLocalEnergy.mean_curvature_eq_localEnergy
#print axioms PhaselessLocalEnergy.curvature_eq_iff
#print axioms PhaselessLocalEnergy.mean_importance
```

```
'PhaselessLocalEnergy.sum_mixedWeight' depends on axioms: [propext, Classical.choice, Quot.sound]
'PhaselessLocalEnergy.mean_curvature_eq_localEnergy' depends on axioms: [propext, Classical.choice, Quot.sound]
'PhaselessLocalEnergy.curvature_eq_iff' depends on axioms: [propext, Classical.choice, Quot.sound]
'PhaselessLocalEnergy.mean_importance' depends on axioms: [propext, Classical.choice, Quot.sound]
```

### How the Lean statements describe the walker

The finite type `ι` labels the eigenstates of v, and `p v : ι → ℂ` are the weights and eigenvalues. Complex eigenvalues include the imaginary ones that make −v²/2 a repulsive interaction. The field `x` is real. The parameter `s` is complex in the theorems, although an ordinary imaginary-time step has real s, with time step s².

`mixedWeight` builds the weights from the components of a trial state `ψ` and a walker `φ` in an orthonormal eigenbasis of v; neither state needs to be normalised. `sum_mixedWeight` shows that these weights sum to one if the overlap is non-zero. The curvature theorems accept any weights with this sum, through the hypothesis `hp`. The definitions `firstMoment`, `secondMoment` and `localEnergy` are m1, m2 and E_L; `importance` is I(s), and `growthFactor` is exp(−s²E).

`importance_expansion` gives the value, slope and second derivative at s = 0. Its last part, a `HasDerivAt` statement about `deriv (importance p v x)`, says that the first derivative is itself differentiable at zero, with the stated derivative. `mean_curvature_eq_localEnergy` integrates the second derivative over `gaussianReal 0 1`, the normal distribution with mean zero and variance one. `curvature_eq_iff` is the criterion for a single field value, and `mean_importance` is the average at finite s, which needs no normalisation of the weights.

For AFQMC in electronic structure, the result relates the importance factor of a sampled field to the local-energy weight, in a model with one field, a finite eigenbasis and no separate one-body Hamiltonian. The phaseless projection of the walker weight, which acts after this factor has been computed, is not modelled, and neither are several fields or a population of walkers.

### From the merged exponential to the averages

`secondMoment_eq` proves m2 = −2E_L term by term. `importance_eq` merges the two exponentials: `Complex.exp_add` joins them, and `ring` checks the exponents.

`hasDerivAt_exp_quadratic` differentiates one exponential by the chain rule. `derivs_expSum` sums the result over j, which gives the first derivative at every s. Its value at zero is Σ_j p_j a_j, and differentiating it once more with the product rule gives Σ_j p_j (a_j² + 2b_j) there.

`importance_expansion` inserts the a_j and b_j above. The step `generalize firstMoment p v = m at *` treats m1 as a plain number m, while `h1` keeps the relation Σ_j p_j v_j = m. Each sum is then expanded into moments, and rewriting with `h1`, `h2` and `hp` produces the zero slope and the curvature.

`growthFactor_curvature` views exp(−s²E) as a sum with a single term, a = 0 and b = −E, so `derivs_expSum` applies again and gives −2E.

In `mean_curvature_eq_localEnergy`, `hsq` obtains ⟨x²⟩ = 1 from the zero mean and unit variance. Linearity of the integral then gives m1² + (m2 − m1²). Lean assigns the value zero to the integral of a non-integrable function, so the non-zero value in `hsq` also shows that x² is integrable; `mean_importance` treats its exponentials in the same way.

`curvature_eq_iff` writes the difference of the curvatures as the product (x² − 1)(m2 − m1²) and uses the fact that a product of complex numbers vanishes only if a factor does. In `mean_importance`, `hg` is the Gaussian formula for ⟨exp(zx)⟩, `hs` separates the part of each term that depends on x, and the last `ring` confirms that the exponents add up to s² v_j²/2.
